# Fano factor 1/3 + 1/(6 ln 2) for modes with transmission 1/cosh²(Lq) and radial measure q dq

At the Dirac point of a wide, clean graphene strip between heavily doped leads, the Fano factor is $1/3$: the shot noise is one third of what uncorrelated electrons carrying the same current would produce. Carry that number over to a Weyl node, where the evanescent modes have the same transmission probability, and the predicted noise is too low by about 42 per cent. The transverse momenta of a three-dimensional sample fill a plane instead of a line, so the number of modes near a given magnitude of momentum grows in proportion to that magnitude. Take an isotropic, untilted node and non-interacting electrons in a clean sample, much wider than it is long, between heavily doped leads. At the node energy, zero temperature and small bias, the corrected value is $1/3+1/(6\ln 2)\approx 0.574$, independent of the sample length.

```lean
import Mathlib

open MeasureTheory Set Filter Topology

namespace WeylNodeShotNoise

noncomputable section
```

## Transmission and mode counting

Let $L>0$ be the length of the sample and $q>0$ the magnitude of the transverse momentum, in units with $\hbar=1$. The Weyl node is taken to be isotropic and untilted, and energy is measured from it. At zero energy the waves inside the sample grow or decay as $e^{\pm qz}$ along the transport direction $z$. Matching them to heavily doped leads gives
$$T(q)=\frac{1}{\cosh^2(Lq)}.$$
This formula is the physical input. It enters as a definition, and the Weyl equation and the matching do not appear in the code.

```lean
/-- Transmission probability of the evanescent mode with transverse momentum `q`
through a sample of length `L`. -/
def transmission (L q : ℝ) : ℝ := 1 / Real.cosh (L * q) ^ 2
```

At zero temperature and small bias, the Fano factor is the sum of $T(1-T)$ over the transverse modes divided by the sum of $T$. In a sample much wider than it is long, the transverse momenta are closely spaced on the scale $1/L$, so the sums become integrals with a density $w(q)$:
$$F=\frac{\int_0^\infty w(q)\,T(q)\,(1-T(q))\,dq}{\int_0^\infty w(q)\,T(q)\,dq}.$$
In a plane, a ring of radius $q$ holds a number of modes proportional to $q\,dq$, so $w(q)=q$. The factor $2\pi$ and the cross-sectional area cancel in the ratio.

In `fanoFactor`, both `w` and `T` are arbitrary real functions, and `Ioi (0 : ℝ)` is the open half-line $q>0$. The continuum of modes is thus built into the definition. A tilted node, a sample of finite width, an energy away from the node, disorder and interactions are not covered.

```lean
/-- Fano factor of modes with transmission `T` and density `w` in the transverse momentum
`q > 0`: the weighted integral of `T (1 - T)` divided by that of `T`. -/
def fanoFactor (w T : ℝ → ℝ) : ℝ :=
  (∫ q in Ioi (0 : ℝ), w q * (T q * (1 - T q))) / ∫ q in Ioi (0 : ℝ), w q * T q
```

## The profile in terms of tanh

Dividing $\cosh^2x-\sinh^2x=1$ by $\cosh^2x$ gives
$$\frac{1}{\cosh^2x}=1-\tanh^2x.$$
In Lean, `field_simp` clears the denominators and `Real.cosh_sq` supplies the hyperbolic identity.

```lean
/-- The transmission profile `1 / cosh²` equals `1 - tanh²`. -/
theorem one_div_cosh_sq (x : ℝ) : 1 / Real.cosh x ^ 2 = 1 - Real.tanh x ^ 2 := by
  have hc : Real.cosh x ≠ 0 := (Real.cosh_pos x).ne'
  rw [Real.tanh_eq_sinh_div_cosh]
  field_simp
  linarith [Real.cosh_sq x]
```

The quotient rule and the chain rule give
$$\frac{d}{dx}\tanh x=\frac{\cosh^2x-\sinh^2x}{\cosh^2x}=1-\tanh^2x,\qquad \frac{d}{dx}\ln\cosh x=\frac{\sinh x}{\cosh x}=\tanh x.$$
`HasDerivAt f a x` says that $f$ is differentiable at $x$ with derivative $a$. Both rules need $\cosh x\neq0$, which is `hc`.

```lean
/-- The derivative of `tanh` is `1 - tanh²`, and that of `ln cosh` is `tanh`. -/
theorem profile_derivatives (x : ℝ) :
    HasDerivAt (fun y => Real.tanh y) (1 - Real.tanh x ^ 2) x ∧
      HasDerivAt (fun y => Real.log (Real.cosh y)) (Real.tanh x) x := by
  have hc : Real.cosh x ≠ 0 := (Real.cosh_pos x).ne'
  constructor
  · have hf : (fun y => Real.tanh y) = fun y => Real.sinh y / Real.cosh y :=
      funext Real.tanh_eq_sinh_div_cosh
    rw [hf]
    refine ((Real.hasDerivAt_sinh x).fun_div (Real.hasDerivAt_cosh x) hc).congr_deriv ?_
    rw [Real.tanh_eq_sinh_div_cosh]
    field_simp
  · rw [Real.tanh_eq_sinh_div_cosh]
    exact (Real.hasDerivAt_cosh x).log hc
```

## Behaviour at large transverse momentum

Since $\cosh x-\sinh x=e^{-x}$ and $\cosh x\ge1$,
$$0\le 1-\tanh x=\frac{e^{-x}}{\cosh x}\le e^{-x}.$$
Hence $\tanh x\to1$ as $x\to\infty$, and $x(1-\tanh x)$ is squeezed between $0$ and $xe^{-x}$, so it tends to $0$. For the logarithm, write $\cosh x=\tfrac12e^x(1+e^{-2x})$. Then
$$x-\ln\cosh x=\ln2-\ln(1+e^{-2x})\to\ln2.$$
This is where the $\ln 2$ in the Fano factor comes from. The bound on $1-\tanh x$ is `hb` in the proof, and the first two limits follow from it by squeezing.

```lean
/-- For large `x`, `tanh x` tends to `1`, `x (1 - tanh x)` tends to `0`, and
`x - ln cosh x` tends to `ln 2`. -/
theorem profile_limits :
    Tendsto (fun x => Real.tanh x) atTop (𝓝 1) ∧
      Tendsto (fun x => x * (1 - Real.tanh x)) atTop (𝓝 0) ∧
      Tendsto (fun x => x - Real.log (Real.cosh x)) atTop (𝓝 (Real.log 2)) := by
  have he : Tendsto (fun x : ℝ => Real.exp (-x)) atTop (𝓝 0) :=
    Real.tendsto_exp_neg_atTop_nhds_zero
  have hxe : Tendsto (fun x : ℝ => x * Real.exp (-x)) atTop (𝓝 0) := by
    simpa only [pow_one] using Real.tendsto_pow_mul_exp_neg_atTop_nhds_zero 1
  -- the distance of tanh from 1 lies between 0 and exp (-x)
  have hb : ∀ x : ℝ, 0 ≤ 1 - Real.tanh x ∧ 1 - Real.tanh x ≤ Real.exp (-x) := by
    intro x
    have hc := Real.cosh_pos x
    have h : 1 - Real.tanh x = Real.exp (-x) / Real.cosh x := by
      rw [Real.tanh_eq_sinh_div_cosh, ← Real.cosh_sub_sinh]
      field_simp
    rw [h]
    exact ⟨by positivity, div_le_self (Real.exp_pos _).le (Real.one_le_cosh x)⟩
  refine ⟨?_, ?_, ?_⟩
  · have h0 : Tendsto (fun x => 1 - Real.tanh x) atTop (𝓝 0) :=
      squeeze_zero (fun x => (hb x).1) (fun x => (hb x).2) he
    have h1 := h0.const_sub 1
    rw [sub_zero] at h1
    refine h1.congr (fun x => ?_)
    ring
  · refine tendsto_of_tendsto_of_tendsto_of_le_of_le' tendsto_const_nhds hxe ?_ ?_
    · filter_upwards [eventually_ge_atTop (0 : ℝ)] with x hx
      exact mul_nonneg hx (hb x).1
    · filter_upwards [eventually_ge_atTop (0 : ℝ)] with x hx
      exact mul_le_mul_of_nonneg_left (hb x).2 hx
  · have h1 : Tendsto (fun x : ℝ => Real.log 2 - Real.log (1 + Real.exp (-x) ^ 2)) atTop
        (𝓝 (Real.log 2)) := by
      have h := (((he.pow 2).const_add 1).log (by norm_num)).const_sub (Real.log 2)
      simpa using h
    refine h1.congr (fun x => ?_)
    have hm : Real.exp x * Real.exp (-x) = 1 := by
      rw [← Real.exp_add]
      simp
    have hc : Real.cosh x = Real.exp x * (1 + Real.exp (-x) ^ 2) / 2 := by
      rw [Real.cosh_eq]
      linear_combination (-(Real.exp (-x)) / 2) * hm
    rw [hc, Real.log_div (by positivity) (by norm_num),
      Real.log_mul (Real.exp_ne_zero x) (by positivity), Real.log_exp]
    ring
```

## The conductance integral

The function $G(x)=x\tanh x-\ln\cosh x$ has derivative
$$G'(x)=\tanh x+x(1-\tanh^2x)-\tanh x=\frac{x}{\cosh^2x}.$$
It vanishes at $x=0$, and at large $x$
$$G(x)=(x-\ln\cosh x)-x(1-\tanh x)\to\ln2.$$
Therefore $\int_0^\infty x/\cosh^2x\,dx=\ln2$.

The proof turns on a Mathlib form of the fundamental theorem of calculus for a half-line, `integral_Ioi_of_hasDerivAt_of_nonneg'`. It asks for three things: the derivative at every point of the closed half-line (`hd`), its non-negativity on the open one (`hp`), and the limit of the antiderivative at infinity (`hl`). It returns the limit minus the value at the lower end.

No separate estimate of the tail is needed. The integral up to $R$ is $G(R)-G(0)$, and because the integrand is non-negative, this increases with $R$ and stays below the limit. The companion lemma `integrableOn_Ioi_deriv_of_nonneg'` draws integrability from the same three inputs. The theorem records it beside the value, and it is used later to split the noise integral into a difference of two integrals.

```lean
/-- The function `x / cosh² x` is integrable over `x > 0`, with integral `ln 2`. -/
theorem integral_x_div_cosh_sq :
    IntegrableOn (fun x : ℝ => x / Real.cosh x ^ 2) (Ioi 0) ∧
      ∫ x in Ioi (0 : ℝ), x / Real.cosh x ^ 2 = Real.log 2 := by
  have hd : ∀ x ∈ Ici (0 : ℝ), HasDerivAt
      (fun y => y * Real.tanh y - Real.log (Real.cosh y)) (x / Real.cosh x ^ 2) x := by
    intro x _
    refine (((hasDerivAt_id' x).fun_mul (profile_derivatives x).1).fun_sub
      (profile_derivatives x).2).congr_deriv ?_
    rw [div_eq_mul_one_div, one_div_cosh_sq]
    ring
  have hp : ∀ x ∈ Ioi (0 : ℝ), 0 ≤ x / Real.cosh x ^ 2 :=
    fun x hx => div_nonneg (le_of_lt hx) (sq_nonneg _)
  have hl : Tendsto (fun y => y * Real.tanh y - Real.log (Real.cosh y)) atTop
      (𝓝 (Real.log 2)) := by
    have h := profile_limits.2.2.sub profile_limits.2.1
    rw [sub_zero] at h
    refine h.congr (fun x => ?_)
    ring
  refine ⟨integrableOn_Ioi_deriv_of_nonneg' hd hp hl, ?_⟩
  rw [integral_Ioi_of_hasDerivAt_of_nonneg' hd hp hl]
  simp
```

## The integral of x/cosh⁴x

Write $t=\tanh x$, so that $dt/dx=1-t^2$ and $1/\cosh^4x=(1-t^2)^2$. An antiderivative of $(1-t^2)^2$ with respect to $x$ is $t-t^3/3$. Integration by parts leaves the integral of
$$t-\frac{t^3}{3}=\frac23\,t+\frac13\,t(1-t^2),$$
which is $\frac23\ln\cosh x+\frac16t^2$. The antiderivative of $x/\cosh^4x$ is therefore
$$H(x)=x\left(t-\frac{t^3}{3}\right)-\frac23\ln\cosh x-\frac{t^2}{6},\qquad H(0)=0.$$
For the limit, use $t-t^3/3=\frac23-\frac13(1-t)^2(t+2)$:
$$H(x)=\frac23(x-\ln\cosh x)-x(1-t)\,\frac{(1-t)(t+2)}{3}-\frac{t^2}{6}\to\frac23\ln2-\frac16.$$
The Lean proof differentiates $H$ directly instead of integrating by parts. `congr_deriv` replaces the derivative produced by the rules with the desired integrand, once the two are shown equal. The limit is assembled from the three profile limits in the grouping just displayed, and `ring` confirms that the grouping equals $H$.

```lean
/-- The function `x / cosh⁴ x` is integrable over `x > 0`, with integral
`(2/3) ln 2 - 1/6`. -/
theorem integral_x_div_cosh_four :
    IntegrableOn (fun x : ℝ => x / Real.cosh x ^ 4) (Ioi 0) ∧
      ∫ x in Ioi (0 : ℝ), x / Real.cosh x ^ 4 = 2 / 3 * Real.log 2 - 1 / 6 := by
  have hd : ∀ x ∈ Ici (0 : ℝ), HasDerivAt
      (fun y => y * (Real.tanh y - Real.tanh y ^ 3 / 3) - 2 / 3 * Real.log (Real.cosh y)
        - Real.tanh y ^ 2 / 6) (x / Real.cosh x ^ 4) x := by
    intro x _
    have ht := (profile_derivatives x).1
    refine ((((hasDerivAt_id' x).fun_mul (ht.fun_sub ((ht.fun_pow 3).div_const 3))).fun_sub
      ((profile_derivatives x).2.const_mul (2 / 3))).fun_sub
      ((ht.fun_pow 2).div_const 6)).congr_deriv ?_
    have h4 : x / Real.cosh x ^ 4 = x * (1 / Real.cosh x ^ 2) ^ 2 := by ring
    rw [h4, one_div_cosh_sq]
    norm_num
    ring
  have hp : ∀ x ∈ Ioi (0 : ℝ), 0 ≤ x / Real.cosh x ^ 4 :=
    fun x hx => div_nonneg (le_of_lt hx) (pow_nonneg (Real.cosh_pos x).le 4)
  have hl : Tendsto (fun y => y * (Real.tanh y - Real.tanh y ^ 3 / 3)
      - 2 / 3 * Real.log (Real.cosh y) - Real.tanh y ^ 2 / 6) atTop
      (𝓝 (2 / 3 * Real.log 2 - 1 / 6)) := by
    obtain ⟨h1, h2, h3⟩ := profile_limits
    have h := ((h3.const_mul (2 / 3)).sub
      (h2.mul (((h1.const_sub 1).mul (h1.add_const 2)).div_const 3))).sub
      ((h1.pow 2).div_const 6)
    have hv : 2 / 3 * Real.log 2 - 0 * ((1 - 1) * (1 + 2) / 3) - 1 ^ 2 / 6
        = 2 / 3 * Real.log 2 - 1 / 6 := by ring
    rw [hv] at h
    refine h.congr (fun x => ?_)
    ring
  refine ⟨integrableOn_Ioi_deriv_of_nonneg' hd hp hl, ?_⟩
  rw [integral_Ioi_of_hasDerivAt_of_nonneg' hd hp hl]
  simp
```

## Restoring the sample length

Substitute $x=Lq$. Then $q\,dq=x\,dx/L^2$, and for a function $f$
$$\int_0^\infty q\,f(Lq)\,dq=\frac{1}{L^2}\int_0^\infty x\,f(x)\,dx.$$
Mathlib's substitution rule, applied to $x f(x)$, gives one factor $1/L$. The second comes from moving the $L$ in $Lq\,f(Lq)$ to the other side, which is the task of the auxiliary fact `e`.

```lean
/-- Rescaling the transverse momentum by the length `L` divides an integral with radial
measure `q dq` by `L²`. -/
theorem radial_scaling (f : ℝ → ℝ) {L : ℝ} (hL : 0 < L) :
    ∫ q in Ioi (0 : ℝ), q * f (L * q) = (∫ x in Ioi (0 : ℝ), x * f x) / L ^ 2 := by
  have e : ∀ A B : ℝ, L * A = L⁻¹ * B → A = B / L ^ 2 := by
    intro A B h
    have h' : A = L⁻¹ * (L⁻¹ * B) := by
      rw [← h, inv_mul_cancel_left₀ hL.ne']
    rw [h']
    field_simp
  have h := integral_comp_mul_left_Ioi (fun x => x * f x) 0 hL
  simp only [mul_zero, smul_eq_mul, mul_assoc, integral_const_mul] at h
  exact e _ _ h
```

## The Fano factor of the Weyl node

Since $T(1-T)=T-T^2$, the two integrals give
$$\int_0^\infty q\,T(1-T)\,dq=\frac{1}{L^2}\left[\ln2-\left(\frac23\ln2-\frac16\right)\right]=\frac{1}{L^2}\left(\frac{\ln2}{3}+\frac16\right),$$
$$\int_0^\infty q\,T\,dq=\frac{\ln2}{L^2}.$$
The length cancels in the ratio:
$$F=\frac{\frac13\ln2+\frac16}{\ln2}=\frac13+\frac{1}{6\ln2}.$$
The theorem states this for every real `L` with `0 < L`. In its proof, `hS` and `hG` are the noise and conductance integrals at unit length, and `hN` and `hD` are the same integrals at length $L$. Splitting the noise integral into a difference uses the integrability established with each value.

```lean
/-- Evanescent modes with transmission `1 / cosh² (L q)` and transverse measure `q dq` have
Fano factor `1/3 + 1/(6 ln 2)` for every sample length `L > 0`. -/
theorem weyl_fanoFactor {L : ℝ} (hL : 0 < L) :
    fanoFactor (fun q => q) (transmission L) = 1 / 3 + 1 / (6 * Real.log 2) := by
  obtain ⟨i1, v1⟩ := integral_x_div_cosh_sq
  obtain ⟨i2, v2⟩ := integral_x_div_cosh_four
  -- noise and conductance integrals at unit length
  have hS : ∫ x in Ioi (0 : ℝ), x * (1 / Real.cosh x ^ 2 * (1 - 1 / Real.cosh x ^ 2))
      = Real.log 2 - (2 / 3 * Real.log 2 - 1 / 6) := by
    have h : ∫ x in Ioi (0 : ℝ), (x / Real.cosh x ^ 2 - x / Real.cosh x ^ 4)
        = (∫ x in Ioi (0 : ℝ), x / Real.cosh x ^ 2)
          - ∫ x in Ioi (0 : ℝ), x / Real.cosh x ^ 4 := integral_sub i1 i2
    rw [v1, v2] at h
    rw [← h]
    congr 1
    funext x
    ring
  have hG : ∫ x in Ioi (0 : ℝ), x * (1 / Real.cosh x ^ 2) = Real.log 2 := by
    rw [← v1]
    congr 1
    funext x
    ring
  -- restore the length of the sample
  have hN : ∫ q in Ioi (0 : ℝ), q * (transmission L q * (1 - transmission L q))
      = (Real.log 2 - (2 / 3 * Real.log 2 - 1 / 6)) / L ^ 2 := by
    rw [← hS]
    exact radial_scaling (fun y => 1 / Real.cosh y ^ 2 * (1 - 1 / Real.cosh y ^ 2)) hL
  have hD : ∫ q in Ioi (0 : ℝ), q * transmission L q = Real.log 2 / L ^ 2 := by
    rw [← hG]
    exact radial_scaling (fun y => 1 / Real.cosh y ^ 2) hL
  have hlog : Real.log 2 ≠ 0 := (Real.log_pos one_lt_two).ne'
  have hL' : L ≠ 0 := hL.ne'
  simp only [fanoFactor, hN, hD]
  field_simp
  ring
```

For a numerical instance take $L=2$, with $\ln2\approx0.693147$. The conductance integral is $0.693147/4\approx0.173287$. The noise integral is $(0.231049+0.166667)/4\approx0.099429$. Their ratio is about $0.5738$.

The checked bounds follow from Mathlib's decimal bounds on $\ln2$, which place $1/(6\ln2)$ between $0.24$ and $0.2406$. Adding $1/3$ gives a value between $0.573$ and $0.574$.

```lean
/-- The Fano factor of the Weyl-node modes lies between `0.573` and `0.574`. -/
theorem weyl_fanoFactor_bounds {L : ℝ} (hL : 0 < L) :
    0.573 < fanoFactor (fun q => q) (transmission L) ∧
      fanoFactor (fun q => q) (transmission L) < 0.574 := by
  rw [weyl_fanoFactor hL]
  have h1 := Real.log_two_gt_d9
  have h2 := Real.log_two_lt_d9
  have hpos : 0 < 6 * Real.log 2 := by linarith
  have ha : 0.24 < 1 / (6 * Real.log 2) := by
    rw [lt_div_iff₀ hpos]
    linarith
  have hb : 1 / (6 * Real.log 2) < 0.2406 := by
    rw [div_lt_iff₀ hpos]
    linarith
  constructor <;> linarith
```

## The same transmission on a line of momenta

In a wide graphene strip the transverse momentum has one component, and its modes are evenly spaced, so $w(q)=1$. Negative momenta double both integrals and leave the ratio unchanged. With $x=Lq$ and $t=\tanh x$ as before,
$$\int_0^\infty T\,dq=\frac1L\int_0^\infty(1-t^2)\,dx=\frac1L\Big[t\Big]_{x=0}^{\infty}=\frac1L,$$
$$\int_0^\infty T(1-T)\,dq=\frac1L\int_0^\infty t^2(1-t^2)\,dx=\frac1L\left[\frac{t^3}{3}\right]_{x=0}^{\infty}=\frac{1}{3L}.$$
The ratio is $1/3$. The radial weight $q$ favours larger momenta, where $T$ is small and $1-T$ is close to $1$, and this raises the Fano factor of the Weyl node above the graphene value.

In the code, `h1` and `h2` are the two integrals at unit length, both obtained from the half-line theorem used above. The substitution rule then supplies a factor $1/L$ in each, and these cancel.

```lean
/-- With a constant density of transverse modes, as in a wide graphene strip, the same
transmission gives the Fano factor `1/3`. -/
theorem graphene_fanoFactor {L : ℝ} (hL : 0 < L) :
    fanoFactor (fun _ => 1) (transmission L) = 1 / 3 := by
  have ht := profile_limits.1
  have h1 : ∫ x in Ioi (0 : ℝ), 1 / Real.cosh x ^ 2 = 1 := by
    rw [integral_Ioi_of_hasDerivAt_of_nonneg' (g := fun y => Real.tanh y)
      (fun x _ => (profile_derivatives x).1.congr_deriv (one_div_cosh_sq x).symm)
      (fun x _ => by positivity) ht]
    simp
  -- T (1 - T) is the derivative of tanh³ / 3
  have h2 : ∫ x in Ioi (0 : ℝ), 1 / Real.cosh x ^ 2 * (1 - 1 / Real.cosh x ^ 2) = 1 / 3 := by
    have hl : Tendsto (fun y => Real.tanh y ^ 3 / 3) atTop (𝓝 (1 / 3)) := by
      simpa only [one_pow] using (ht.pow 3).div_const 3
    rw [integral_Ioi_of_hasDerivAt_of_nonneg' (g := fun y => Real.tanh y ^ 3 / 3) ?_ ?_ hl]
    · simp
    · intro x _
      refine (((profile_derivatives x).1.fun_pow 3).div_const 3).congr_deriv ?_
      rw [one_div_cosh_sq]
      norm_num
      ring
    · intro x _
      have h : 1 - 1 / Real.cosh x ^ 2 = Real.tanh x ^ 2 := by
        rw [one_div_cosh_sq]
        ring
      rw [h]
      positivity
  have hN := integral_comp_mul_left_Ioi
    (fun y => 1 / Real.cosh y ^ 2 * (1 - 1 / Real.cosh y ^ 2)) 0 hL
  have hD := integral_comp_mul_left_Ioi (fun y => 1 / Real.cosh y ^ 2) 0 hL
  simp only [mul_zero, h2, smul_eq_mul] at hN
  simp only [mul_zero, h1, smul_eq_mul] at hD
  have hL' : L ≠ 0 := hL.ne'
  simp only [fanoFactor, transmission, one_mul, hN, hD]
  field_simp

end

end WeylNodeShotNoise
```

```lean
#print axioms WeylNodeShotNoise.weyl_fanoFactor
#print axioms WeylNodeShotNoise.weyl_fanoFactor_bounds
#print axioms WeylNodeShotNoise.graphene_fanoFactor
```

```
'WeylNodeShotNoise.weyl_fanoFactor' depends on axioms: [propext, Classical.choice, Quot.sound]
'WeylNodeShotNoise.weyl_fanoFactor_bounds' depends on axioms: [propext, Classical.choice, Quot.sound]
'WeylNodeShotNoise.graphene_fanoFactor' depends on axioms: [propext, Classical.choice, Quot.sound]
```
